# Circulation reversal can change the thermovoltage of a three-terminal conductor

A thermovoltage computed for one direction of a magnetic field and reused for the other can be wrong by a factor of three. Take the three-terminal ring below with chiral transmission at an energy \(\varepsilon\) above the chemical potential and all-to-all transmission of equal strength at \(\varepsilon\) below it, and heat one terminal. The thermovoltage between the heated terminal and a cold one, in energy units and per unit relative temperature shift, is \(\varepsilon/7\) for one circulation and \(3\varepsilon/7\) for the other. With two terminals, reuse is safe in the elastic, non-interacting, linear-response model treated here.

## Bias and current

Let \(i,j\) label finitely many terminals and \(k\) finitely many energies \(e_k\), measured from the common chemical potential. In Lean the label types are `ι` and `κ`.

```lean
import Mathlib

open Finset

namespace ThermopowerFieldAsymmetry

noncomputable section

variable {ι κ : Type*} [Fintype ι] [Fintype κ]
```

Terminal \(i\) has electrochemical shift \(V_i\), in energy units, and relative temperature shift \(t_i\). Expanding its Fermi function to first order gives a thermal factor, the same for all terminals, times

\[ x_i(E)=V_i+E\,t_i . \]

```lean
/-- Linear-response bias of terminal `i` at energy `E`, from voltages `V` and relative
temperature shifts `t`. -/
def bias (V t : ι → ℝ) (E : ℝ) (i : ι) : ℝ := V i + E * t i
```

Let \(T_{k,ij}\) be the transmission into \(i\) from \(j\) at \(e_k\), with the thermal factor, the weight of \(e_k\) in the energy integral and the constant prefactor of the current absorbed. The particle current leaving \(i\) is

\[ I_i=\sum_k\sum_j T_{k,ij}\,\bigl(x_i(e_k)-x_j(e_k)\bigr). \]

```lean
/-- Particle current leaving terminal `i`, summed over the energies `e k`, with transmission
`T k i j` into terminal `i` from terminal `j`. -/
def outflow (e : κ → ℝ) (T : κ → ι → ι → ℝ) (V t : ι → ℝ) (i : ι) : ℝ :=
  ∑ k, ∑ j, T k i j * (bias V t (e k) i - bias V t (e k) j)
```

Open circuit means \(I_i=0\) at every terminal. Heat currents are unconstrained, since the temperatures are prescribed.

```lean
/-- Open circuit: no terminal carries a net particle current. -/
def OpenCircuit (e : κ → ℝ) (T : κ → ι → ι → ℝ) (V t : ι → ℝ) : Prop :=
  ∀ i, outflow e T V t i = 0
```

Unitarity of the scattering matrix makes the row and column sums of the transmission equal for each terminal. This is what allows the current to be written with bias differences. The entries may be any real numbers; physical ones are nonnegative.

```lean
/-- At each energy, the total transmission into a terminal equals the total out of it. -/
def Balanced (T : κ → ι → ι → ℝ) : Prop :=
  ∀ k i, ∑ j, T k i j = ∑ j, T k j i
```

## Two terminals: no asymmetry

Field reversal is represented by transposing \(T\), as microreversibility requires. For two terminals, balance reads \(T_{k,00}+T_{k,01}=T_{k,00}+T_{k,10}\), so \(T_{k,01}=T_{k,10}\). Both field directions then obey

\[ \sum_k T_{k,01}\bigl(V_0-V_1+e_k(t_0-t_1)\bigr)=0 . \]

Subtracting the equations for \(V\) and \(V'\) leaves \(\bigl(\sum_k T_{k,01}\bigr)\bigl[(V_0-V_1)-(V'_0-V'_1)\bigr]=0\), which is `key` in the proof. The hypothesis `hG` says that the first factor, the total conductance, is nonzero; otherwise the voltage would drop out.

```lean
/-- With two terminals, balanced transmission and nonzero total transmission between them, the
open-circuit thermovoltage is unchanged when the transmission is transposed. -/
theorem two_terminal_symmetry (e : κ → ℝ) (T : κ → Fin 2 → Fin 2 → ℝ) (hT : Balanced T)
    (hG : ∑ k, T k 0 1 ≠ 0) (V V' t : Fin 2 → ℝ) (hV : OpenCircuit e T V t)
    (hV' : OpenCircuit e (fun k i j => T k j i) V' t) :
    V 0 - V 1 = V' 0 - V' 1 := by
  -- balance leaves no room for a chiral part
  have hs : ∀ k, T k 0 1 = T k 1 0 := by
    intro k
    have h := hT k 0
    simp only [Fin.sum_univ_two] at h
    linarith
  have key : (∑ k, T k 0 1) * ((V 0 - V 1) - (V' 0 - V' 1))
      = outflow e T V t 0 - outflow e (fun k i j => T k j i) V' t 0 := by
    simp only [outflow, bias, Fin.sum_univ_two]
    rw [← Finset.sum_sub_distrib, Finset.sum_mul]
    refine Finset.sum_congr rfl fun k _ => ?_
    rw [← hs k]
    ring
  rw [hV 0, hV' 0, sub_zero] at key
  exact sub_eq_zero.mp ((mul_eq_zero.mp key).resolve_left hG)
```

## A ring with a sense of circulation

Take three terminals with labels modulo 3. At \(e_1\), terminal \(i\) is fed only from \(i-b\), with transmission \(c\); at \(e_2\), all pairs are coupled with transmission \(s\). Lean's `k = 0` selects \(e_1\).

```lean
/-- Three-terminal ring: at the first energy terminal `i` is fed from `i - b` with
transmission `c`; at the second all pairs are coupled with transmission `s`. -/
def ringT (c s : ℝ) (b : Fin 3) (k : Fin 2) (i j : Fin 3) : ℝ :=
  if k = 0 then (if j = i - b then c else 0) else s
```

Since \(j=i+b\) is equivalent to \(i=j-b\), replacing \(b\) by \(-b\) transposes the array. `decide` checks the index identity over all cases.

```lean
/-- Reversing the circulation `b` of the ring transposes its transmission. -/
theorem ring_reciprocity (c s : ℝ) (b : Fin 3) (k : Fin 2) (i j : Fin 3) :
    ringT c s (-b) k i j = ringT c s b k j i := by
  have h : (j = i - -b) ↔ (i = j - b) := by
    revert i j b
    decide
  simp only [ringT, h]
```

At \(e_1\), each row and each column contains a single \(c\); at \(e_2\), every entry is \(s\). The array is therefore balanced.

```lean
/-- The transmission of the ring is balanced. -/
theorem ring_balanced (c s : ℝ) (b : Fin 3) : Balanced (ringT c s b) := by
  intro k i
  have h : ∀ j : Fin 3, (i = j - b) ↔ (j = i + b) := by
    revert i b
    decide
  simp only [ringT, h]
  by_cases hk : k = 0 <;> simp [hk]
```

Only one term of the \(e_1\) sum survives:

\[ I_i=c\,[x_i(e_1)-x_{i-b}(e_1)]+s\sum_j[x_i(e_2)-x_j(e_2)] . \]

```lean
/-- The outflow of the ring is a chiral bias difference at energy `e₁` plus the sum of all
bias differences at energy `e₂`, weighted by `c` and `s`. -/
theorem ring_outflow (c s e₁ e₂ : ℝ) (b : Fin 3) (V t : Fin 3 → ℝ) (i : Fin 3) :
    outflow ![e₁, e₂] (ringT c s b) V t i
      = c * (bias V t e₁ i - bias V t e₁ (i - b))
        + s * ∑ j, (bias V t e₂ i - bias V t e₂ j) := by
  rw [Finset.mul_sum]
  simp [outflow, ringT, Fin.sum_univ_two, ite_mul]
```

## Solving the current equations

Heat terminal 0 alone, so \(t=(\tau,0,0)\).

```lean
/-- Only terminal `0` is heated, by the relative temperature shift `τ`. -/
def hot (τ : ℝ) : Fin 3 → ℝ := ![τ, 0, 0]
```

Define

\[ D=c^2+3cs+3s^2,\qquad q=\frac{c\,(e_1-e_2)\,\tau}{D}, \]

where \(q\) is Lean's `scale`.

```lean
/-- Voltage scale of the heated ring, for `c` and `s` not both zero. -/
def scale (c s e₁ e₂ τ : ℝ) : ℝ :=
  c * (e₁ - e₂) * τ / (c ^ 2 + 3 * c * s + 3 * s ^ 2)
```

Completing the square gives \(D=(c+\tfrac32 s)^2+\tfrac34 s^2\), which is positive unless \(c=s=0\).

```lean
/-- The denominator of the voltage scale is nonzero if `c` and `s` are not both zero. -/
theorem den_ne {c s : ℝ} (h : c ≠ 0 ∨ s ≠ 0) : c ^ 2 + 3 * c * s + 3 * s ^ 2 ≠ 0 := by
  apply ne_of_gt
  rcases h with h | h
  · have h2 : 0 < c ^ 2 := by positivity
    nlinarith [sq_nonneg (c + 2 * s)]
  · have h2 : 0 < s ^ 2 := by positivity
    nlinarith [sq_nonneg (2 * c + 3 * s)]
```

Put \(u=V_0-V_1+e_2\tau\) and \(d=V_2-V_1\). For \(b=1\), the currents at terminals 0 and 2 vanish when

\[ (c+2s)u-(c+s)d=-Dq,\qquad -su+(c+2s)d=0 . \]

The determinant is \((c+2s)^2-s(c+s)=D\), so \(u=-(c+2s)q\) and \(d=-sq\). The three currents sum to zero, so terminal 1 adds no condition.

The Lean proof does this elimination with `linear_combination`. Given coefficients for known equations, the tactic subtracts their combination from the goal and asks `ring` to confirm that nothing remains. It does not search for the coefficients: here `(c + 2 * s)` and `(c + s)` are the first row of the adjugate matrix, as in Cramer's rule. `H 0 - E0` turns the vanishing outflow into its explicit equation, `hq` replaces \(Dq\) by \(c(e_1-e_2)\tau\), and `mul_left_cancel₀` removes the factor \(D\). The converse substitutes the solution into all three currents, so open-circuit voltages exist.

```lean
/-- For `c` and `s` not both zero, the heated ring with circulation `1` is in open circuit
exactly at these voltage differences. -/
theorem openCircuit_forward {c s : ℝ} (h : c ≠ 0 ∨ s ≠ 0) (e₁ e₂ τ : ℝ) (V : Fin 3 → ℝ) :
    OpenCircuit ![e₁, e₂] (ringT c s 1) V (hot τ) ↔
      V 0 - V 1 = -e₂ * τ - (c + 2 * s) * scale c s e₁ e₂ τ ∧
      V 2 - V 1 = -s * scale c s e₁ e₂ τ := by
  have hD := den_ne h
  have hq : scale c s e₁ e₂ τ * (c ^ 2 + 3 * c * s + 3 * s ^ 2) = c * (e₁ - e₂) * τ :=
    (eq_div_iff hD).mp rfl
  have t0 : hot τ 0 = τ := rfl
  have t1 : hot τ 1 = 0 := rfl
  have t2 : hot τ 2 = 0 := rfl
  -- the three current equations
  have E0 := ring_outflow c s e₁ e₂ 1 V (hot τ) 0
  have E1 := ring_outflow c s e₁ e₂ 1 V (hot τ) 1
  have E2 := ring_outflow c s e₁ e₂ 1 V (hot τ) 2
  rw [show (0 : Fin 3) - 1 = 2 by decide] at E0
  rw [show (1 : Fin 3) - 1 = 0 by decide] at E1
  rw [show (2 : Fin 3) - 1 = 1 by decide] at E2
  simp only [bias, Fin.sum_univ_three, t0, t1, t2] at E0 E1 E2
  constructor
  · intro H
    constructor <;> apply mul_left_cancel₀ hD
    · linear_combination (c + 2 * s) * (H 0 - E0) + (c + s) * (H 2 - E2) + (c + 2 * s) * hq
    · linear_combination s * (H 0 - E0) + (c + 2 * s) * (H 2 - E2) + s * hq
  · rintro ⟨ha, hd⟩ i
    fin_cases i
    · exact E0.trans (by linear_combination (c + 2 * s) * ha - (c + s) * hd - hq)
    · exact E1.trans (by linear_combination -(c + s) * ha - s * hd + hq)
    · exact E2.trans (by linear_combination -s * ha + (c + 2 * s) * hd)
```

For \(b=-1\), the equations become

\[ (c+2s)u-sd=-Dq,\qquad -(c+s)u+(c+2s)d=Dq, \]

with the same determinant. Hence \(u=-(c+s)q\) and \(d=sq\).

```lean
/-- For `c` and `s` not both zero, the heated ring with circulation `-1` is in open circuit
exactly at these voltage differences. -/
theorem openCircuit_backward {c s : ℝ} (h : c ≠ 0 ∨ s ≠ 0) (e₁ e₂ τ : ℝ) (V : Fin 3 → ℝ) :
    OpenCircuit ![e₁, e₂] (ringT c s (-1)) V (hot τ) ↔
      V 0 - V 1 = -e₂ * τ - (c + s) * scale c s e₁ e₂ τ ∧
      V 2 - V 1 = s * scale c s e₁ e₂ τ := by
  have hD := den_ne h
  have hq : scale c s e₁ e₂ τ * (c ^ 2 + 3 * c * s + 3 * s ^ 2) = c * (e₁ - e₂) * τ :=
    (eq_div_iff hD).mp rfl
  have t0 : hot τ 0 = τ := rfl
  have t1 : hot τ 1 = 0 := rfl
  have t2 : hot τ 2 = 0 := rfl
  have E0 := ring_outflow c s e₁ e₂ (-1) V (hot τ) 0
  have E1 := ring_outflow c s e₁ e₂ (-1) V (hot τ) 1
  have E2 := ring_outflow c s e₁ e₂ (-1) V (hot τ) 2
  rw [show (0 : Fin 3) - -1 = 1 by decide] at E0
  rw [show (1 : Fin 3) - -1 = 2 by decide] at E1
  rw [show (2 : Fin 3) - -1 = 0 by decide] at E2
  simp only [bias, Fin.sum_univ_three, t0, t1, t2] at E0 E1 E2
  constructor
  · intro H
    constructor <;> apply mul_left_cancel₀ hD
    · linear_combination (c + 2 * s) * (H 0 - E0) + s * (H 2 - E2) + (c + s) * hq
    · linear_combination (c + s) * (H 0 - E0) + (c + 2 * s) * (H 2 - E2) - s * hq
  · rintro ⟨ha, hd⟩ i
    fin_cases i
    · exact E0.trans (by linear_combination (c + 2 * s) * ha - s * hd - hq)
    · exact E1.trans (by linear_combination -s * ha - (c + s) * hd)
    · exact E2.trans (by linear_combination -(c + s) * ha + (c + 2 * s) * hd + hq)
```

## The asymmetry

Let \(V\) belong to \(b=1\) and \(V'\) to \(b=-1\). Subtracting the two values of \(u\) gives

\[ (V'_0-V'_1)-(V_0-V_1)=sq=\frac{cs\,(e_1-e_2)\,\tau}{D}. \]

For \(c,s\) not both zero, this vanishes exactly when there is no chiral channel, no all-to-all coupling, no energy separation or no heating.

```lean
/-- For `c` and `s` not both zero, reversing the circulation shifts the open-circuit
thermovoltage by `s * scale`; the shift vanishes exactly if `c`, `s`, `e₁ - e₂` or `τ` does. -/
theorem field_asymmetry {c s : ℝ} (h : c ≠ 0 ∨ s ≠ 0) (e₁ e₂ τ : ℝ) (V V' : Fin 3 → ℝ)
    (hV : OpenCircuit ![e₁, e₂] (ringT c s 1) V (hot τ))
    (hV' : OpenCircuit ![e₁, e₂] (ringT c s (-1)) V' (hot τ)) :
    (V' 0 - V' 1) - (V 0 - V 1) = s * scale c s e₁ e₂ τ ∧
    (V' 0 - V' 1 = V 0 - V 1 ↔ c = 0 ∨ s = 0 ∨ e₁ = e₂ ∨ τ = 0) := by
  have hd : (V' 0 - V' 1) - (V 0 - V 1) = s * scale c s e₁ e₂ τ := by
    linear_combination ((openCircuit_backward h e₁ e₂ τ V').mp hV').1
      - ((openCircuit_forward h e₁ e₂ τ V).mp hV).1
  refine ⟨hd, ?_⟩
  rw [← sub_eq_zero, hd]
  simp only [scale, mul_eq_zero, div_eq_zero_iff, den_ne h, or_false, sub_eq_zero]
  tauto
```

With \(c=s=\tau=1\), \(e_1=1\), \(e_2=-1\) and \(V_1=0\), we have \(D=7\) and \(q=2/7\). Thus \(V_0=1-3q=1/7\) for \(b=1\), and \(V_0=1-2q=3/7\) for \(b=-1\). Linear response applies to small \(\tau\); since \(V_0\) is proportional to \(\tau\), these numbers are to be read as the ratio \(V_0/\tau\).

```lean
/-- With unit transmissions at energies `1` and `-1`, unit heating and terminal `1` grounded,
open circuit forces `V 0 = 1/7` for circulation `1` and `V 0 = 3/7` for circulation `-1`. -/
theorem one_seventh_three_sevenths (V : Fin 3 → ℝ) (h1 : V 1 = 0) :
    (OpenCircuit ![1, -1] (ringT 1 1 1) V (hot 1) → V 0 = 1 / 7) ∧
    (OpenCircuit ![1, -1] (ringT 1 1 (-1)) V (hot 1) → V 0 = 3 / 7) := by
  have hu : (1 : ℝ) ≠ 0 ∨ (1 : ℝ) ≠ 0 := Or.inl one_ne_zero
  have hq : scale 1 1 1 (-1) 1 = 2 / 7 := by norm_num [scale]
  constructor <;> intro H
  · have h0 := ((openCircuit_forward hu 1 (-1) 1 V).mp H).1
    rw [hq, h1] at h0
    linarith
  · have h0 := ((openCircuit_backward hu 1 (-1) 1 V).mp H).1
    rw [hq, h1] at h0
    linarith

end

end ThermopowerFieldAsymmetry
```

```lean
#print axioms ThermopowerFieldAsymmetry.two_terminal_symmetry
#print axioms ThermopowerFieldAsymmetry.ring_balanced
#print axioms ThermopowerFieldAsymmetry.field_asymmetry
#print axioms ThermopowerFieldAsymmetry.one_seventh_three_sevenths
```

```
'ThermopowerFieldAsymmetry.two_terminal_symmetry' depends on axioms: [propext, Classical.choice, Quot.sound]
'ThermopowerFieldAsymmetry.ring_balanced' depends on axioms: [propext, Classical.choice, Quot.sound]
'ThermopowerFieldAsymmetry.field_asymmetry' depends on axioms: [propext, Classical.choice, Quot.sound]
'ThermopowerFieldAsymmetry.one_seventh_three_sevenths' depends on axioms: [propext, Classical.choice, Quot.sound]
```
